# Symmetry of the IEF-PCM response matrix when $DS = SD^{T}$

A solute sits in a cavity inside a linear, isotropic dielectric solvent. In an apparent surface charge method the solvent's polarisation is replaced by charges on the cavity surface, one for each surface element. Suppose that one charge distribution of the solute produces the potentials $V_1$ on these elements and induces the apparent charges $q_1$, while another produces $V_2$ and induces $q_2$. Is the interaction of the first distribution with the charges induced by the second, $V_1\cdot q_2$, equal to $V_2\cdot q_1$?

In the integral equation formalism of the polarisable continuum model (IEF-PCM), the charges solve

$$(cI-D)\,S\,q=-(dI-D)\,V .$$

The matrix $S$ is the discretised single-layer operator, which turns surface charges into surface potentials. The matrix $D$ is the discretised double-layer operator, built from the normal derivative of the Coulomb kernel, and $I$ is the identity. The number $c$ depends on the solvent's permittivity, and $d=2\pi$ in Gaussian units. The charges are then $q=-KV$ with a response matrix $K$, and reciprocity for all pairs of potentials means $K=K^{T}$. This holds if $S$ is symmetric and invertible, $cI-D$ is invertible and $DS=SD^{T}$.

The last condition is the matrix form of a relation that the exact surface operators obey. A discretisation need not preserve it, and here it is a hypothesis.

The symmetry matters in electronic structure calculations with a linear, isotropic continuum solvent: the polarisation energy $\tfrac12 V\cdot q$ has derivative $q$ with respect to $V$, for every $V$, exactly when $K$ is symmetric.

## The surface matrices and the response equation

```lean
import Mathlib

open Matrix

namespace IEFPCM

variable {n : Type*} [Fintype n] [DecidableEq n]
```

The first line loads the mathematical library Mathlib. The type `n` labels the surface elements, and `Fintype n` says that there are finitely many. Nothing else about the cavity enters: no shape, no mesh and no Coulomb kernel.

```lean
/-- The shifted double-layer matrix `t I - D`. -/
def shift (D : Matrix n n ℝ) (t : ℝ) : Matrix n n ℝ :=
  t • (1 : Matrix n n ℝ) - D
```

For a real matrix $D$ and a real number $t$, `shift D t` is $tI-D$. The symbol `•` multiplies a matrix by a number. Both sides of the IEF-PCM equation contain such a shift, with $t=c$ and $t=d$.

```lean
/-- `K` is a response matrix for the single-layer matrix `S` and the double-layer matrix `D`
if it solves the IEF-PCM equation `(c I - D) S K = d I - D`. -/
def IsResponse (S D K : Matrix n n ℝ) (c d : ℝ) : Prop :=
  shift D c * S * K = shift D d
```

`IsResponse S D K c d` is the statement

$$(cI-D)\,S\,K=dI-D .$$

It is a property that a matrix $K$ may or may not have, and the definition contains no inverse. This is useful because Mathlib gives a singular matrix the inverse zero, so a formula with `⁻¹` has its usual meaning only where invertibility is known.

## One solution, two formulas

```lean
variable {S D K : Matrix n n ℝ} {c d : ℝ}

/-- If `S` and `c I - D` are invertible, the IEF-PCM equation has exactly one solution,
`K = ((c I - D) S)⁻¹ (d I - D)`. -/
theorem isResponse_iff (hSu : IsUnit S) (hc : IsUnit (shift D c)) :
    IsResponse S D K c d ↔ K = (shift D c * S)⁻¹ * shift D d := by
  have hM := (Matrix.isUnit_iff_isUnit_det _).1 (hc.mul hSu)
  constructor
  · intro hK
    have hK' : shift D c * S * K = shift D d := hK
    rw [← hK', ← Matrix.mul_assoc, Matrix.nonsing_inv_mul _ hM, Matrix.one_mul]
  · intro hK
    unfold IsResponse
    rw [hK, ← Matrix.mul_assoc, Matrix.mul_nonsing_inv _ hM, Matrix.one_mul]
```

A Lean theorem lists its named hypotheses in parentheses, then states its conclusion after the colon, and the proof follows `:= by`. Here `IsUnit S` means that $S$ is invertible, and `hc` says the same of $cI-D$.

Write $M=(cI-D)S$. As a product of invertible matrices, $M$ is invertible. If $MK=dI-D$, multiplying by $M^{-1}$ from the left gives

$$K=M^{-1}(dI-D).$$

Conversely, inserting this $K$ gives $MK=dI-D$. The two bullets of the proof are these two directions. The line `hM` restates the invertibility of $M$ through its determinant, the form in which Mathlib's rules for $M^{-1}M=I$ and $MM^{-1}=I$ want it.

```lean
/-- If `S` and `c I - D` are invertible, the response matrix factors as
`K = S⁻¹ (d I - D) (c I - D)⁻¹`. -/
theorem response_factored (hSu : IsUnit S) (hc : IsUnit (shift D c))
    (hK : IsResponse S D K c d) :
    K = S⁻¹ * shift D d * (shift D c)⁻¹ := by
  have hK' : shift D c * S * K = shift D d := hK
  -- two shifts of the same matrix commute
  have hcomm : shift D c * shift D d = shift D d * shift D c := by
    simp only [shift, Matrix.sub_mul, Matrix.mul_sub, Matrix.smul_mul, Matrix.mul_smul,
      Matrix.one_mul, Matrix.mul_one]
    module
  apply (hc.mul hSu).mul_left_cancel
  rw [hK']
  symm
  calc shift D c * S * (S⁻¹ * shift D d * (shift D c)⁻¹)
      = shift D c * (S * S⁻¹) * shift D d * (shift D c)⁻¹ := by
        simp only [Matrix.mul_assoc]
    _ = shift D d * shift D c * (shift D c)⁻¹ := by
        rw [Matrix.mul_nonsing_inv _ ((Matrix.isUnit_iff_isUnit_det _).1 hSu),
          Matrix.mul_one, hcomm]
    _ = shift D d := by
        rw [Matrix.mul_assoc,
          Matrix.mul_nonsing_inv _ ((Matrix.isUnit_iff_isUnit_det _).1 hc), Matrix.mul_one]
```

The same matrix can be written with the inverses separated. Let $X=S^{-1}(dI-D)(cI-D)^{-1}$. Two shifts of the same matrix commute, since

$$(cI-D)(dI-D)=cd\,I-(c+d)D+D^2=(dI-D)(cI-D).$$

Therefore

$$MX=(cI-D)\,SS^{-1}(dI-D)(cI-D)^{-1}=(dI-D)(cI-D)(cI-D)^{-1}=dI-D=MK,$$

and cancelling $M$ gives $K=X$. In Lean, `hcomm` is the commutation, `mul_left_cancel` reduces the goal to $MK=MX$, and the `calc` block is the displayed chain. The symmetry of $S$ has not been used yet.

## How far the response is from symmetric

```lean
/-- For symmetric `S`, the antisymmetric part of a response matrix is tied to the defect
`D S - S Dᵀ` of the discretised operators: with `M = (c I - D) S`,
`M (K - Kᵀ) Mᵀ = (d - c) (D S - S Dᵀ)`. -/
theorem asymmetry_identity (hS : S.IsSymm) (hK : IsResponse S D K c d) :
    (shift D c * S) * (K - Kᵀ) * (shift D c * S)ᵀ = (d - c) • (D * S - S * Dᵀ) := by
  have hK' : shift D c * S * K = shift D d := hK
  have hshift : ∀ t : ℝ, (shift D t)ᵀ = shift Dᵀ t := by
    intro t
    simp [shift]
  have hM : (shift D c * S)ᵀ = S * shift Dᵀ c := by
    rw [Matrix.transpose_mul, hS.eq, hshift]
  -- the transposed response equation
  have hT : Kᵀ * (shift D c * S)ᵀ = shift Dᵀ d := by
    rw [← Matrix.transpose_mul, hK', hshift]
  rw [Matrix.mul_sub, Matrix.sub_mul, Matrix.mul_assoc _ Kᵀ, hK', hT, hM]
  simp only [shift, Matrix.sub_mul, Matrix.mul_sub, Matrix.smul_mul, Matrix.mul_smul,
    Matrix.one_mul, Matrix.mul_one, Matrix.mul_assoc]
  module
```

`S.IsSymm` means $S^{T}=S$. For symmetric $S$ and any solution $K$ of the response equation, the theorem states

$$M(K-K^{T})M^{T}=(d-c)\,(DS-SD^{T}).$$

No invertibility is assumed. The left side contains the asymmetry of the response, and the right side contains the amount by which the discretised operators miss $DS=SD^{T}$.

By hand, transposing $M$ gives $M^{T}=S(cI-D^{T})$, and transposing $MK=dI-D$ gives $K^{T}M^{T}=dI-D^{T}$. Hence

$$M(K-K^{T})M^{T}=(dI-D)\,S\,(cI-D^{T})-(cI-D)\,S\,(dI-D^{T}).$$

The two products expand to

$$cd\,S-d\,SD^{T}-c\,DS+DSD^{T}$$

and

$$cd\,S-c\,SD^{T}-d\,DS+DSD^{T}.$$

In the difference the terms $cd\,S$ and $DSD^{T}$ cancel, which leaves $(d-c)DS-(d-c)SD^{T}$. In the proof, `hM` and `hT` are the two transposed equations, and the `rw` line inserts them.

The final comparison of terms is left to the tactic `module`. The familiar tactic `ring` proves identities in commutative algebra, but matrices do not commute. `module` has a narrower task: it compares linear combinations, treating each matrix product as an indivisible object and checking that the numerical coefficients agree. It does not multiply out matrix products itself. The preceding `simp only` therefore distributes every product, moves the numbers to the front and brackets all products in the same way. What remains is a linear combination of $S$, $DS$, $SD^{T}$ and $DSD^{T}$ with coefficients made of $c$ and $d$, and `module` confirms that both sides match.

## Symmetry and its converse

```lean
/-- Let `S` be symmetric and invertible, `c I - D` invertible and `D S = S Dᵀ`. Then the IEF-PCM
response matrix is `((c I - D) S)⁻¹ (d I - D) = S⁻¹ (d I - D) (c I - D)⁻¹`, and it is symmetric. -/
theorem response_symmetric (hS : S.IsSymm) (hSu : IsUnit S) (hc : IsUnit (shift D c))
    (hDS : D * S = S * Dᵀ) (hK : IsResponse S D K c d) :
    K = (shift D c * S)⁻¹ * shift D d ∧
      K = S⁻¹ * shift D d * (shift D c)⁻¹ ∧ K.IsSymm := by
  refine ⟨(isResponse_iff hSu hc).1 hK, response_factored hSu hc hK, ?_⟩
  have h := asymmetry_identity hS hK
  rw [hDS, sub_self, smul_zero] at h
  -- cancel the invertible factors on both sides of `K - Kᵀ`
  have hM : IsUnit (shift D c * S) := hc.mul hSu
  have hMT : IsUnit (shift D c * S)ᵀ := by
    rw [Matrix.isUnit_iff_isUnit_det, Matrix.det_transpose]
    exact (Matrix.isUnit_iff_isUnit_det _).1 hM
  have h1 := hM.mul_right_eq_zero.1 (hMT.mul_left_eq_zero.1 h)
  exact (sub_eq_zero.1 h1).symm
```

This is the main theorem. Its hypotheses are, in order, that $S$ is symmetric, that $S$ is invertible, that $cI-D$ is invertible, that $DS=SD^{T}$, and that $K$ solves the response equation. The conclusion joins three statements with `∧`, which means "and":

$$K=\big((cI-D)S\big)^{-1}(dI-D)=S^{-1}(dI-D)(cI-D)^{-1},\qquad K^{T}=K.$$

The two formulas come from the earlier theorems. For the symmetry, $DS=SD^{T}$ makes the right side of the asymmetry identity vanish, so

$$M(K-K^{T})M^{T}=0.$$

Both $M$ and $M^{T}$ are invertible, the latter because it has the same determinant as $M$. Cancelling them leaves $K-K^{T}=0$. The line `h1` does this, removing $M^{T}$ on the right first and then $M$ on the left.

The matrix $D$ itself may be nonsymmetric. For symmetric $S$ we have $SD^{T}=(DS)^{T}$, so the condition asks only that the product $DS$ be symmetric.

```lean
/-- Let `S` be symmetric and invertible, `c I - D` invertible and `c ≠ d`. Then the response
matrix is symmetric exactly when `D S = S Dᵀ`. -/
theorem response_isSymm_iff (hS : S.IsSymm) (hSu : IsUnit S) (hc : IsUnit (shift D c))
    (hcd : c ≠ d) (hK : IsResponse S D K c d) :
    K.IsSymm ↔ D * S = S * Dᵀ := by
  constructor
  · intro hs
    have h := asymmetry_identity hS hK
    rw [hs.eq, sub_self, Matrix.mul_zero, Matrix.zero_mul] at h
    rcases smul_eq_zero.1 h.symm with h0 | h0
    · exact absurd (sub_eq_zero.1 h0).symm hcd
    · exact sub_eq_zero.1 h0
  · intro hDS
    exact (response_symmetric hS hSu hc hDS hK).2.2
```

If $c\neq d$, the condition is also necessary. When $K=K^{T}$, the asymmetry identity reads

$$0=(d-c)(DS-SD^{T}),$$

and since $d-c\neq0$, the matrix factor must vanish. Lean splits the product with `smul_eq_zero` and rules out the case $d-c=0$. The other direction is the main theorem.

The excluded case $c=d$ is the conductor limit. There, as long as $cI-D$ is invertible, the response equation reduces to $SK=I$, so $K=S^{-1}$ is symmetric whether or not $DS=SD^{T}$.

```lean
/-- The case of a solvent of permittivity `ε`, where `(ε - 1) c = 2π (ε + 1)` and `d = 2π`: for `S`
symmetric and invertible and `c I - D` invertible, the response matrix is symmetric exactly when
`D S = S Dᵀ`. -/
theorem dielectric_isSymm_iff {ε : ℝ} (hε : (ε - 1) * c = 2 * Real.pi * (ε + 1))
    (hS : S.IsSymm) (hSu : IsUnit S) (hc : IsUnit (shift D c))
    (hK : IsResponse S D K c (2 * Real.pi)) :
    K.IsSymm ↔ D * S = S * Dᵀ := by
  refine response_isSymm_iff hS hSu hc ?_ hK
  intro h
  rw [h] at hε
  nlinarith [Real.pi_pos]
```

For a solvent of permittivity $\varepsilon$, the constants are

$$c=2\pi\,\frac{\varepsilon+1}{\varepsilon-1},\qquad d=2\pi .$$

They express the jump of the normal electric field at the boundary between vacuum and dielectric. The hypothesis `hε` states the first relation without a fraction, as $(\varepsilon-1)c=2\pi(\varepsilon+1)$. At $\varepsilon=1$ it would read $0=4\pi$, so the vacuum value is excluded automatically.

To apply the previous theorem we need $c\neq2\pi$. If $c=2\pi$, then $\varepsilon-1=\varepsilon+1$, which is impossible; `nlinarith` finds this contradiction from $\pi>0$. At any finite permittivity covered by the hypotheses, the response is therefore symmetric exactly when $DS=SD^{T}$.

## Reciprocity of the induced charges

```lean
/-- Reciprocity: let `S` be symmetric and invertible, `c I - D` invertible and `D S = S Dᵀ`. If the
potentials `V₁`, `V₂` induce the apparent charges `q₁`, `q₂`, then `V₁ · q₂ = V₂ · q₁`. -/
theorem charge_reciprocity (hS : S.IsSymm) (hSu : IsUnit S) (hc : IsUnit (shift D c))
    (hDS : D * S = S * Dᵀ) {V₁ V₂ q₁ q₂ : n → ℝ}
    (h₁ : (shift D c * S) *ᵥ q₁ = -(shift D d *ᵥ V₁))
    (h₂ : (shift D c * S) *ᵥ q₂ = -(shift D d *ᵥ V₂)) :
    V₁ ⬝ᵥ q₂ = V₂ ⬝ᵥ q₁ := by
  have hM := (Matrix.isUnit_iff_isUnit_det _).1 (hc.mul hSu)
  obtain ⟨K, hKdef⟩ : ∃ K, K = (shift D c * S)⁻¹ * shift D d := ⟨_, rfl⟩
  have hs : K.IsSymm :=
    (response_symmetric hS hSu hc hDS ((isResponse_iff hSu hc).2 hKdef)).2.2
  -- the charges are the linear response `q = -K V`
  have key : ∀ V q : n → ℝ, (shift D c * S) *ᵥ q = -(shift D d *ᵥ V) → q = -(K *ᵥ V) := by
    intro V q h
    calc q = (shift D c * S)⁻¹ *ᵥ ((shift D c * S) *ᵥ q) := by
          rw [Matrix.mulVec_mulVec, Matrix.nonsing_inv_mul _ hM, Matrix.one_mulVec]
      _ = -(K *ᵥ V) := by
          rw [h, Matrix.mulVec_neg, Matrix.mulVec_mulVec, hKdef]
  rw [key V₂ q₂ h₂, key V₁ q₁ h₁, dotProduct_neg, dotProduct_neg,
    Matrix.dotProduct_mulVec V₁, ← Matrix.mulVec_transpose, hs.eq, dotProduct_comm]
```

This answers the opening question. The potentials and charges are functions `n → ℝ`, one real number per surface element. The symbol `*ᵥ` applies a matrix to a vector, and `⬝ᵥ` is the dot product. The hypotheses `h₁` and `h₂` are the IEF-PCM equations for the two sets of charges.

Multiplying each equation by $M^{-1}$ gives $q_1=-KV_1$ and $q_2=-KV_2$, which is the step named `key`. The symmetry of $K$ then yields

$$V_1\cdot q_2=-V_1^{T}KV_2=-V_2^{T}K^{T}V_1=-V_2^{T}KV_1=V_2\cdot q_1 .$$

The final `rw` carries out this chain, with `hs.eq` supplying $K^{T}=K$.

## A two-element example with nonsymmetric $D$

```lean
/-- The matrices `S = [[2, 1], [1, 2]]` and `D = [[1, 1], [0, 3]]`, with `c = 4` and `d = 2`, meet
all the hypotheses of `response_symmetric` although `D` is not symmetric; a response matrix is
`[[2/9, -1/9], [-1/9, -4/9]]`. -/
theorem response_symmetric_witness :
    (!![2, 1; 1, 2] : Matrix (Fin 2) (Fin 2) ℝ).IsSymm ∧
    IsUnit (!![2, 1; 1, 2] : Matrix (Fin 2) (Fin 2) ℝ) ∧
    IsUnit (shift (!![1, 1; 0, 3] : Matrix (Fin 2) (Fin 2) ℝ) 4) ∧
    (!![1, 1; 0, 3] : Matrix (Fin 2) (Fin 2) ℝ) * !![2, 1; 1, 2]
      = !![2, 1; 1, 2] * (!![1, 1; 0, 3] : Matrix (Fin 2) (Fin 2) ℝ)ᵀ ∧
    ¬ (!![1, 1; 0, 3] : Matrix (Fin 2) (Fin 2) ℝ).IsSymm ∧
    IsResponse (!![2, 1; 1, 2] : Matrix (Fin 2) (Fin 2) ℝ) !![1, 1; 0, 3]
      !![2/9, -1/9; -1/9, -4/9] 4 2 := by
  have hsh : ∀ t : ℝ, shift (!![1, 1; 0, 3] : Matrix (Fin 2) (Fin 2) ℝ) t
      = !![t - 1, -1; 0, t - 3] := by
    intro t
    ext i j
    fin_cases i <;> fin_cases j <;> simp [shift]
  refine ⟨?_, ?_, ?_, ?_, ?_, ?_⟩
  · unfold Matrix.IsSymm
    ext i j
    fin_cases i <;> fin_cases j <;> simp
  · rw [Matrix.isUnit_iff_isUnit_det, isUnit_iff_ne_zero, Matrix.det_fin_two]
    norm_num
  · rw [hsh, Matrix.isUnit_iff_isUnit_det, isUnit_iff_ne_zero, Matrix.det_fin_two]
    norm_num
  · ext i j
    fin_cases i <;> fin_cases j <;> norm_num [Matrix.mul_apply, Fin.sum_univ_succ]
  · intro h
    have h01 := congrFun (congrFun h.eq 0) 1
    simp at h01
  · unfold IsResponse
    rw [hsh, hsh]
    ext i j
    fin_cases i <;> fin_cases j <;> norm_num [Matrix.mul_apply, Fin.sum_univ_succ]

end IEFPCM
```

The last theorem checks that all the hypotheses can be met by a matrix $D$ that is not symmetric. Take

$$S=\begin{pmatrix}2&1\\1&2\end{pmatrix},\quad D=\begin{pmatrix}1&1\\0&3\end{pmatrix},\quad c=4,\quad d=2 .$$

Here $\det S=3$ and $\det(4I-D)=3$, so both matrices are invertible. The product

$$DS=\begin{pmatrix}3&3\\3&6\end{pmatrix}$$

is symmetric, as required. For the response matrix,

$$\underbrace{\begin{pmatrix}5&1\\1&2\end{pmatrix}}_{(4I-D)S}\;\underbrace{\frac19\begin{pmatrix}2&-1\\-1&-4\end{pmatrix}}_{K}=\begin{pmatrix}1&-1\\0&-1\end{pmatrix}=2I-D .$$

Lean verifies the matrix equations entry by entry: `ext i j` passes to a general entry, and `fin_cases` runs through the possible indices. The numbers were chosen for easy arithmetic and do not describe a real cavity or solvent.

```lean
#print axioms IEFPCM.response_symmetric
#print axioms IEFPCM.dielectric_isSymm_iff
#print axioms IEFPCM.charge_reciprocity
```

```
'IEFPCM.response_symmetric' depends on axioms: [propext, Classical.choice, Quot.sound]
'IEFPCM.dielectric_isSymm_iff' depends on axioms: [propext, Classical.choice, Quot.sound]
'IEFPCM.charge_reciprocity' depends on axioms: [propext, Classical.choice, Quot.sound]
```
